# At uniform density $c>0$, the nonlocal kinetic energy $\sum_{ij}\rho_i^aK_{ij}\rho_j^b$ with symmetric $K$ and zero row sums has zero gradient and Hessian $2ab\,c^{a+b-2}K$

In orbital-free density functional calculations, the kernel of a nonlocal kinetic term is often fixed by linear response. One takes the second derivative that the kinetic energy of the uniform electron gas should have, subtracts what the local and gradient terms already supply, and divides the remainder by a number that depends on the exponents and the mean density. For a density-independent, symmetric kernel with zero row sums on a finite grid, that number is $2ab\,c^{a+b-2}$. With $a=b=5/6$, for example, it is $\tfrac{25}{18}c^{-1/3}$.

## The energy on a grid

The physical question is how the nonlocal energy changes when a uniform density is slightly disturbed. The density has a value $\rho_i>0$ at each grid point $i$, the real exponents $a$ and $b$ are parameters of the functional, and $K_{ij}$ couples points $i$ and $j$. Quadrature weights are absorbed into $K$, so derivatives below are ordinary partial derivatives with respect to grid values.

The condition $\sum_jK_{ij}=0$ says that the kernel gives zero when applied to a constant. It stands for a property of the uniform gas: the local Thomas–Fermi term already gives the correct response at infinite wavelength, which leaves nothing there for the nonlocal term to add.

The grid is a finite set `ι`, with no assumption on its geometry.

```lean
import Mathlib

open Topology

namespace NonlocalKineticEnergy

noncomputable section

variable {ι : Type*} [Fintype ι]
```

The energy is

$$E(\rho)=\sum_{i,j}\rho_i^a\,K_{ij}\,\rho_j^b .$$

```lean
/-- The nonlocal kinetic energy `∑ ρ_i^a K_ij ρ_j^b` of a positive density on a finite grid. -/
def kineticEnergy (a b : ℝ) (K : Matrix ι ι ℝ) (ρ : ι → ℝ) : ℝ :=
  ∑ i, ∑ j, ρ i ^ a * K i j * ρ j ^ b
```

A density is a function `ρ : ι → ℝ`, and the powers are real powers. Positivity is not part of the definition; it enters as a hypothesis of the theorems.

## The kinetic potential

A given $\rho_k$ occurs in the left factor when $i=k$ and in the right factor when $j=k$. Differentiating both gives

$$v_k(\rho)=a\rho_k^{a-1}\sum_jK_{kj}\rho_j^b+b\rho_k^{b-1}\sum_j\rho_j^aK_{jk}.$$

The first sum runs along row $k$ of the kernel, the second down column $k$. Since the quadrature weights are absorbed into $K$, the functional derivative usually called the kinetic potential is $v_k$ divided by the weight of point $k$.

```lean
/-- The kinetic potential at grid point `k`, for positive densities. -/
def kineticPotential (a b : ℝ) (K : Matrix ι ι ℝ) (ρ : ι → ℝ) (k : ι) : ℝ :=
  a * ρ k ^ (a - 1) * ∑ j, K k j * ρ j ^ b + b * ρ k ^ (b - 1) * ∑ j, ρ j ^ a * K j k
```

So far this is only a named formula. To show that it is the derivative of $E$, write $d\rho_i$ for the linear map that takes a density change $\delta\rho$ to its value $\delta\rho_i$.

```lean
/-- The differential `dρ_i`, which reads off the change of the density at grid point `i`. -/
def dρ (i : ι) : (ι → ℝ) →L[ℝ] ℝ := ContinuousLinearMap.proj i
```

The power rule at a positive density is

$$d(\rho_i^p)=p\,\rho_i^{p-1}\,d\rho_i .$$

```lean
/-- At a positive density, the differential of `ρ_i^p` is `p ρ_i^(p-1) dρ_i`. -/
theorem hasFDerivAt_density_rpow (p : ℝ) (i : ι) {ρ : ι → ℝ} (hρ : ∀ i, 0 < ρ i) :
    HasFDerivAt (fun σ : ι → ℝ => σ i ^ p) ((p * ρ i ^ (p - 1)) • dρ i) ρ :=
  (hasFDerivAt_apply i ρ).rpow_const (Or.inl (hρ i).ne')
```

`HasFDerivAt f L ρ` says that the linear map `L` is the total derivative of `f` at `ρ`. Positivity supplies the nonzero base that the power rule asks for.

For one pair of points the product rule gives

$$d(\rho_i^aK_{ij}\rho_j^b)=a\rho_i^{a-1}K_{ij}\rho_j^b\,d\rho_i+b\rho_j^{b-1}\rho_i^aK_{ij}\,d\rho_j .$$

Summing over all pairs, and exchanging the order of summation in the second part, collects the coefficient of each differential:

$$dE=\sum_kv_k(\rho)\,d\rho_k .$$

```lean
/-- At every positive density the kinetic potentials `v_k` are the partial derivatives of the
nonlocal kinetic energy. -/
theorem hasFDerivAt_kineticEnergy (a b : ℝ) (K : Matrix ι ι ℝ) {ρ : ι → ℝ}
    (hρ : ∀ i, 0 < ρ i) :
    HasFDerivAt (kineticEnergy a b K) (∑ k, kineticPotential a b K ρ k • dρ k) ρ := by
  -- product rule for a single pair of grid points
  have hterm : ∀ i j, HasFDerivAt (fun σ : ι → ℝ => σ i ^ a * K i j * σ j ^ b)
      ((a * ρ i ^ (a - 1) * (K i j * ρ j ^ b)) • dρ i
        + (b * ρ j ^ (b - 1) * (ρ i ^ a * K i j)) • dρ j) ρ := by
    intro i j
    have h := ((hasFDerivAt_density_rpow a i hρ).mul_const (K i j)).mul
      (hasFDerivAt_density_rpow b j hρ)
    exact h.congr_fderiv (by module)
  have hrow : ∀ i, HasFDerivAt (fun σ : ι → ℝ => ∑ j, σ i ^ a * K i j * σ j ^ b)
      (∑ j, ((a * ρ i ^ (a - 1) * (K i j * ρ j ^ b)) • dρ i
        + (b * ρ j ^ (b - 1) * (ρ i ^ a * K i j)) • dρ j)) ρ :=
    fun i => HasFDerivAt.fun_sum fun j _ => hterm i j
  have hall : HasFDerivAt (fun σ : ι → ℝ => ∑ i, ∑ j, σ i ^ a * K i j * σ j ^ b)
      (∑ i, ∑ j, ((a * ρ i ^ (a - 1) * (K i j * ρ j ^ b)) • dρ i
        + (b * ρ j ^ (b - 1) * (ρ i ^ a * K i j)) • dρ j)) ρ :=
    HasFDerivAt.fun_sum fun i _ => hrow i
  refine hall.congr_fderiv ?_
  -- collect the coefficient of each differential
  simp only [kineticPotential, add_smul, Finset.sum_add_distrib, Finset.mul_sum,
    Finset.sum_smul]
  congr 1
  exact Finset.sum_comm
```

In the proof, `hterm` is the product rule for one pair, and `hrow` and `hall` add the sums over $j$ and $i$. The exchange of summation is `Finset.sum_comm`. Diagonal pairs $i=j$ need no separate treatment, and the kernel is still arbitrary.

## The potential at uniform density

Set $\rho_i=c>0$ everywhere. Then

$$v_k=a\,c^{a-1}c^b\sum_jK_{kj}+b\,c^{b-1}c^a\sum_jK_{jk}.$$

Symmetry makes the column sum equal to the row sum, and both products of powers are $c^{a+b-1}$. Hence

$$v_k=(a+b)\,c^{a+b-1}\sum_jK_{kj}.$$

```lean
/-- For a symmetric kernel, the kinetic potential at uniform density `c > 0` is
`(a+b) c^(a+b-1)` times the row sum of the kernel. -/
theorem kineticPotential_uniform (a b : ℝ) {K : Matrix ι ι ℝ} (hs : K.IsSymm) {c : ℝ}
    (hc : 0 < c) (k : ι) :
    kineticPotential a b K (fun _ => c) k = (a + b) * c ^ (a + b - 1) * ∑ j, K k j := by
  have hcol : ∑ j, K j k = ∑ j, K k j := Finset.sum_congr rfl fun j _ => hs.apply k j
  have h1 : c ^ (a - 1) * c ^ b = c ^ (a + b - 1) := by
    rw [← Real.rpow_add hc]; congr 1; ring
  have h2 : c ^ (b - 1) * c ^ a = c ^ (a + b - 1) := by
    rw [← Real.rpow_add hc]; congr 1; ring
  simp only [kineticPotential]
  rw [← Finset.sum_mul, ← Finset.mul_sum, hcol]
  linear_combination (a * ∑ j, K k j) * h1 + (b * ∑ j, K k j) * h2
```

The uniform density is the constant function `fun _ => c`, and `K.IsSymm` is the symmetry of the kernel. The equality of the two sums is `hcol`; `h1` and `h2` combine the powers, and `linear_combination` assembles the result.

## The response of the potential

Abbreviate the row and column sums in the potential by $S_k=\sum_jK_{kj}\rho_j^b$ and $T_k=\sum_j\rho_j^aK_{jk}$. The product rule gives

$$dv_k=a(a-1)\rho_k^{a-2}S_k\,d\rho_k+a\rho_k^{a-1}dS_k+b(b-1)\rho_k^{b-2}T_k\,d\rho_k+b\rho_k^{b-1}dT_k .$$

At uniform density $S_k=c^b\sum_jK_{kj}=0$, and $T_k=0$ likewise by symmetry. What remains comes from

$$dS_k=b\,c^{b-1}\sum_lK_{kl}\,d\rho_l,\qquad dT_k=a\,c^{a-1}\sum_lK_{lk}\,d\rho_l ,$$

so that

$$dv_k=ab\,c^{a+b-2}\sum_l(K_{kl}+K_{lk})\,d\rho_l=2ab\,c^{a+b-2}\sum_lK_{kl}\,d\rho_l .$$

```lean
/-- For a symmetric kernel with zero row sums, the kinetic potential at point `k` responds to a
density change around uniform density `c > 0` with coefficients `2ab c^(a+b-2) K_kl`. -/
theorem hasFDerivAt_kineticPotential_uniform (a b : ℝ) {K : Matrix ι ι ℝ} (hs : K.IsSymm)
    (hrow : ∀ i, ∑ j, K i j = 0) {c : ℝ} (hc : 0 < c) (k : ι) :
    HasFDerivAt (fun σ => kineticPotential a b K σ k)
      (∑ l, (2 * a * b * c ^ (a + b - 2) * K k l) • dρ l) (fun _ => c) := by
  have hp : ∀ (p : ℝ) (i : ι), HasFDerivAt (fun σ : ι → ℝ => σ i ^ p)
      ((p * c ^ (p - 1)) • dρ i) (fun _ => c) :=
    fun p i => hasFDerivAt_density_rpow p i (ρ := fun _ => c) (fun _ => hc)
  have hS : HasFDerivAt (fun σ : ι → ℝ => ∑ j, K k j * σ j ^ b)
      (∑ j, K k j • ((b * c ^ (b - 1)) • dρ j)) (fun _ => c) :=
    HasFDerivAt.fun_sum fun j _ => (hp b j).const_mul (K k j)
  have hT : HasFDerivAt (fun σ : ι → ℝ => ∑ j, σ j ^ a * K j k)
      (∑ j, K j k • ((a * c ^ (a - 1)) • dρ j)) (fun _ => c) :=
    HasFDerivAt.fun_sum fun j _ => (hp a j).mul_const (K j k)
  -- the two sums themselves vanish at uniform density
  have S0 : ∑ j, K k j * c ^ b = 0 := by rw [← Finset.sum_mul, hrow k, zero_mul]
  have T0 : ∑ j, c ^ a * K j k = 0 := by
    rw [← Finset.mul_sum, Finset.sum_congr rfl fun j _ => hs.apply k j, hrow k, mul_zero]
  have hpow : c ^ (a - 1) * c ^ (b - 1) = c ^ (a + b - 2) := by
    rw [← Real.rpow_add hc]; congr 1; ring
  have h := (((hp (a - 1) k).const_mul a).mul hS).add (((hp (b - 1) k).const_mul b).mul hT)
  refine h.congr_fderiv ?_
  simp only [S0, T0, zero_smul, zero_mul, add_zero, Finset.smul_sum, smul_smul]
  rw [← Finset.sum_add_distrib]
  refine Finset.sum_congr rfl fun l _ => ?_
  rw [← add_smul, hs.apply k l]
  congr 1
  linear_combination (2 * a * b * K k l) * hpow
```

Here `hS` and `hT` are the derivatives of the two sums, and `S0` and `T0` state that the sums vanish at uniform density. After `simp only` has removed the vanishing terms, `hs.apply k l` replaces $K_{lk}$ by $K_{kl}$, and `hpow` combines the powers.

## When the uniform density is stationary

Coefficients are read off a differential by applying it to a unit density change $e_l$ at point $l$:

$$\Big(\sum_kg_k\,d\rho_k\Big)(e_l)=g_l .$$

```lean
variable [DecidableEq ι]

/-- A differential `∑ g_k dρ_k` applied to a unit density change at point `l` gives `g_l`. -/
theorem differential_single (g : ι → ℝ) (l : ι) :
    (∑ k, g k • dρ k) (Pi.single l 1) = g l := by
  simp [dρ, sum_apply, Pi.single_apply]
```

In Lean $e_l$ is `Pi.single l 1`. The gradient at uniform density is therefore zero exactly when every $v_k$ is zero, that is, when

$$(a+b)\,c^{a+b-1}\sum_jK_{kj}=0\quad\text{for all }k .$$

Since $c^{a+b-1}>0$, for $a+b\neq0$ this means that all row sums vanish.

```lean
/-- For a symmetric kernel and `a + b ≠ 0`, the uniform density `c > 0` is a stationary point of
the nonlocal kinetic energy if and only if all row sums of the kernel vanish. -/
theorem uniform_stationary_iff {a b : ℝ} (hab : a + b ≠ 0) {K : Matrix ι ι ℝ} (hs : K.IsSymm)
    {c : ℝ} (hc : 0 < c) :
    HasFDerivAt (kineticEnergy a b K) (0 : (ι → ℝ) →L[ℝ] ℝ) (fun _ => c) ↔
      ∀ i, ∑ j, K i j = 0 := by
  have hg := hasFDerivAt_kineticEnergy a b K (ρ := fun _ => c) (fun _ => hc)
  constructor
  · intro h k
    have e := DFunLike.congr_fun (hg.unique h) (Pi.single k 1)
    rw [differential_single, kineticPotential_uniform a b hs hc] at e
    have e' : (a + b) * c ^ (a + b - 1) * ∑ j, K k j = 0 := e
    exact (mul_eq_zero.1 e').resolve_left
      (mul_ne_zero hab (Real.rpow_pos_of_pos hc _).ne')
  · intro h
    exact hg.congr_fderiv (Finset.sum_eq_zero fun k _ => by
      rw [kineticPotential_uniform a b hs hc, h k, mul_zero, zero_smul])
```

The forward direction uses the uniqueness of the derivative (`hg.unique h`) and applies both expressions for it to a unit change. The converse inserts zero row sums into the formula for the potential. When $a+b=0$, that formula gives zero for every symmetric kernel, so stationarity then says nothing about the row sums. Stationary here refers to all density changes, including those that alter the number of electrons. On a grid with equal quadrature weights, the changes that keep this number are those with $\sum_k\delta\rho_k=0$. If only these are allowed, equal row sums are enough, whether or not they are zero.

## Gradient and Hessian together

With zero row sums, $dE=0$ at the uniform density. For the Hessian, $\partial E/\partial\rho_k=v_k$ holds at every positive density. All densities close enough to the uniform one are positive, so the two functions agree in a neighbourhood and have the same derivative there:

$$\frac{\partial^2E}{\partial\rho_l\,\partial\rho_k}\bigg|_{\rho=c}=2ab\,c^{a+b-2}K_{kl}.$$

```lean
/-- For a symmetric kernel with zero row sums, the nonlocal kinetic energy has at uniform density
`c > 0` zero gradient and Hessian `2ab c^(a+b-2) K`. -/
theorem uniform_gradient_and_hessian (a b : ℝ) {K : Matrix ι ι ℝ} (hs : K.IsSymm)
    (hrow : ∀ i, ∑ j, K i j = 0) {c : ℝ} (hc : 0 < c) :
    HasFDerivAt (kineticEnergy a b K) (0 : (ι → ℝ) →L[ℝ] ℝ) (fun _ => c) ∧
    ∀ k, HasFDerivAt (fun ρ => fderiv ℝ (kineticEnergy a b K) ρ (Pi.single k 1))
      (∑ l, (2 * a * b * c ^ (a + b - 2) * K k l) • dρ l) (fun _ => c) := by
  constructor
  · have hg := hasFDerivAt_kineticEnergy a b K (ρ := fun _ => c) (fun _ => hc)
    exact hg.congr_fderiv (Finset.sum_eq_zero fun k _ => by
      rw [kineticPotential_uniform a b hs hc, hrow k, mul_zero, zero_smul])
  · intro k
    -- densities close to the uniform one are positive
    have hpos : ∀ᶠ σ in 𝓝 (fun _ : ι => c), ∀ i, 0 < σ i := by
      refine Filter.eventually_all.2 fun i => ?_
      have ho : IsOpen {σ : ι → ℝ | 0 < σ i} := isOpen_lt continuous_const (continuous_apply i)
      exact ho.mem_nhds hc
    refine (hasFDerivAt_kineticPotential_uniform a b hs hrow hc k).congr_of_eventuallyEq
      (hpos.mono fun σ hσ => ?_)
    change fderiv ℝ (kineticEnergy a b K) σ (Pi.single k 1) = kineticPotential a b K σ k
    rw [(hasFDerivAt_kineticEnergy a b K hσ).fderiv]
    exact differential_single _ _
```

The first half of the statement says that the total derivative of the energy is the zero map. In the second half, `fderiv ℝ (kineticEnergy a b K) ρ (Pi.single k 1)` is the partial derivative of the energy itself with respect to $\rho_k$, and its derivative has the coefficients above. The Hessian is thus obtained from $E$ and not from a postulated potential. The neighbourhood of positive densities is `hpos`, and `congr_of_eventuallyEq` transfers the derivative from $v_k$ to the true partial derivative.

Zero row sums alone, without symmetry, do not make the gradient vanish. On two points take

$$K=\begin{pmatrix}1&-1\\0&0\end{pmatrix},\qquad E=\rho_1^{a+b}-\rho_1^a\rho_2^b .$$

Both row sums are zero, but at $\rho_1=\rho_2=c$ the gradient is $b\,c^{a+b-1}(1,-1)$, which is nonzero for $b\neq0$. What this kernel lacks is zero column sums, which symmetry would have supplied.

These results concern the grid sum at uniform density. They do not bound its difference from the double integral that it approximates, and they do not say how accurate the functional is for a real material, whose density is not uniform.

## Recovering the kernel from a prescribed Hessian

Let $\chi$ be the Hessian that the nonlocal term should have. If $a$ and $b$ are nonzero, the factor $2ab\,c^{a+b-2}$ is nonzero, and

$$2ab\,c^{a+b-2}K_{kl}=\chi_{kl}\ \text{for all }k,l\quad\Longleftrightarrow\quad K=\frac{\chi}{2ab\,c^{a+b-2}} .$$

```lean
/-- For nonzero exponents, a symmetric kernel with zero row sums reproduces a prescribed Hessian
`χ` at uniform density `c > 0` if and only if it equals `χ / (2ab c^(a+b-2))`. -/
theorem kernel_from_response {a b : ℝ} (ha : a ≠ 0) (hb : b ≠ 0) {K : Matrix ι ι ℝ}
    (hs : K.IsSymm) (hrow : ∀ i, ∑ j, K i j = 0) {c : ℝ} (hc : 0 < c) (χ : Matrix ι ι ℝ) :
    (∀ k, HasFDerivAt (fun ρ => fderiv ℝ (kineticEnergy a b K) ρ (Pi.single k 1))
      (∑ l, χ k l • dρ l) (fun _ => c)) ↔ K = (2 * a * b * c ^ (a + b - 2))⁻¹ • χ := by
  have hq : 2 * a * b * c ^ (a + b - 2) ≠ 0 :=
    mul_ne_zero (mul_ne_zero (mul_ne_zero two_ne_zero ha) hb) (Real.rpow_pos_of_pos hc _).ne'
  have hm := (uniform_gradient_and_hessian a b hs hrow hc).2
  constructor
  · intro h
    ext k l
    have e := DFunLike.congr_fun ((h k).unique (hm k)) (Pi.single l 1)
    rw [differential_single, differential_single] at e
    rw [Matrix.smul_apply, smul_eq_mul, e, inv_mul_cancel_left₀ hq]
  · intro h k
    have e : ∀ l, 2 * a * b * c ^ (a + b - 2) * K k l = χ k l := by
      intro l
      rw [h, Matrix.smul_apply, smul_eq_mul, mul_inv_cancel_left₀ hq]
    have m := hm k
    simp only [e] at m
    exact m
```

The letter needs care. In much of the literature $\chi$ is a density response function; for noninteracting electrons, its negative inverse is the second derivative of the noninteracting kinetic energy. Here `χ` is a second derivative, namely the part left over for the nonlocal term.

The theorem takes a symmetric kernel with zero row sums as given and says when it reproduces `χ`. A suitable kernel therefore exists only if `χ` is itself symmetric with zero row sums. One direction of the proof compares the two derivatives entry by entry and cancels the common factor, which is nonzero by `hq`; the other substitutes the formula for $K$ into the Hessian.

## A nonzero kernel on three points

On a periodic grid of three points each point neighbours both others, and the second-difference kernel, with the sign that makes its diagonal positive, is

$$K=\begin{pmatrix}2&-1&-1\\-1&2&-1\\-1&-1&2\end{pmatrix}.$$

It equals its transpose, and each row adds up to $2-1-1=0$. The conditions on the kernel are thus met by more than the trivial choice $K=0$.

```lean
/-- The second-difference kernel on a periodic grid of three points is symmetric and has zero
row sums. -/
theorem kernel_witness :
    (!![2, -1, -1; -1, 2, -1; -1, -1, 2] : Matrix (Fin 3) (Fin 3) ℝ).IsSymm ∧
    ∀ i, ∑ j, (!![2, -1, -1; -1, 2, -1; -1, -1, 2] : Matrix (Fin 3) (Fin 3) ℝ) i j = 0 := by
  constructor
  · refine Matrix.IsSymm.ext fun i j => ?_
    fin_cases i <;> fin_cases j <;> simp
  · intro i
    fin_cases i <;> simp [Fin.sum_univ_three] <;> norm_num

end

end NonlocalKineticEnergy
```

The proof goes through the entries for symmetry and through the rows for the sums, with `fin_cases` listing the cases.

```lean
#print axioms NonlocalKineticEnergy.uniform_stationary_iff
-- 'NonlocalKineticEnergy.uniform_stationary_iff' depends on axioms: [propext, Classical.choice, Quot.sound]
#print axioms NonlocalKineticEnergy.uniform_gradient_and_hessian
-- 'NonlocalKineticEnergy.uniform_gradient_and_hessian' depends on axioms: [propext, Classical.choice, Quot.sound]
#print axioms NonlocalKineticEnergy.kernel_from_response
-- 'NonlocalKineticEnergy.kernel_from_response' depends on axioms: [propext, Classical.choice, Quot.sound]
```
